# For x > 0 the Sommerfeld factor of the three-dimensional Elliott formula lies between 1 + πx and 1 + πx + π²x²/3

## One hundred Rydbergs above the gap

Take a photon whose energy exceeds the band gap by Δ = 100R, where R is the exciton Rydberg, the binding energy of the lowest exciton. The ratio R/Δ is one per cent, so one might expect the electron-hole attraction to change the absorption by about as much. In the Elliott formula, however, the attraction enters through the square root of this ratio,

x = √(R/Δ) = 1/10,

and it multiplies the free-carrier absorption by the Sommerfeld factor

S(x) = 2πx/(1 − exp(−2πx)).

For small x the leading correction is πx. Here it is π/10, about 0.314, and the next term, π²x²/3, is about 0.033. The absorption is therefore raised by roughly a third: S lies between 1.314 and 1.348.

## Where the factor comes from

The setting is a direct-gap semiconductor with two parabolic, isotropic bands, a dipole-allowed transition and a Coulomb attraction screened by a dielectric constant. When electron-hole exchange and the coupling between resonant and antiresonant transitions are neglected, the Bethe-Salpeter equation reduces to a hydrogen problem for the relative motion of electron and hole. Without the attraction, the absorption follows the joint density of states, A√Δ, with A a constant that collects the dipole matrix element and the band masses. With it, the absorption is weighted by the probability density of finding electron and hole at the same point, relative to that of a plane wave. For an attractive Coulomb potential in three dimensions this weight is S(x), and the continuum absorption becomes

α(Δ) = A√Δ · S(√(R/Δ)).

The bounds below say how far the continuum of this two-band effective-mass model lies above the free-carrier law. They can serve as a check on a numerical Bethe-Salpeter spectrum computed for the same model, up to the errors from broadening and from the finite k-mesh.

## What is stated

The function `sommerfeld` is S, and `continuumAbsorption A R Δ` is α(Δ). Energies and absorption strengths are real numbers, with R and Δ in the same unit and Δ measured from the gap. The theorems say the following.

- `sommerfeld_bounds`: for every x > 0, 1 + πx ≤ S(x) ≤ 1 + πx + π²x²/3.
- `sommerfeld_slope`: (S(x) − 1)/x tends to π as x tends to 0 from above. The one-sided approach is written `𝓝[>] 0`.
- `sommerfeld_hundred_rydberg`: for every R > 0, the factor at Δ = 100R lies strictly between 1.314 and 1.348.
- `continuumAbsorption_bounds`: for A ≥ 0, R > 0 and Δ > 0, α(Δ) is at least A√Δ + Aπ√R, and exceeds this by at most Aπ²R/(3√Δ).
- `excess_far_above_gap`: for A ≥ 0 and R > 0, α(Δ) − A√Δ tends to Aπ√R as Δ grows without limit.
- `absorption_at_gap`: for R > 0 and any real A, α(Δ) tends to 2πA√R as Δ tends to 0 from above.

The condition R > 0 stands for an attraction that binds an exciton, and A ≥ 0 for absorption as opposed to gain. The Sommerfeld factor enters as a definition; it is not derived from the Coulomb wave functions. The discrete exciton lines below the gap, which belong to the full Elliott formula, are absent, as is any broadening. Since A is constant, so are the dipole matrix element and the slowly varying frequency prefactor. In a real material the bands cease to be parabolic at some energy, so the limit of large Δ describes the model and not the far end of a measured spectrum.

## The two bounds by hand

Put u = 2πx, so that S = u/(1 − e^(−u)), πx = u/2 and π²x²/3 = u²/12. For u > 0 the denominator is positive, and both inequalities can be multiplied by it.

The lower bound becomes (1 + u/2)(1 − e^(−u)) ≤ u. Doubling and rearranging gives

2 − u ≤ (2 + u)e^(−u).

Let f(v) = (2 + v)e^(−v) − (2 − v). Then f(0) = 0 and

f′(v) = 1 − (1 + v)e^(−v).

This is nonnegative because 1 + v ≤ e^v. So f increases, and f(u) ≥ 0 for u ≥ 0.

The upper bound becomes u ≤ (1 + u/2 + u²/12)(1 − e^(−u)). Multiplying by 12 and rearranging gives

(12 + 6u + u²)e^(−u) ≤ 12 − 6u + u².

Write P(v) = 12 + 6v + v² and Q(v) = 12 − 6v + v². Since Q(v) = (v − 3)² + 3, it is always positive, and the quotient g(v) = P(v)e^(−v)/Q(v) is defined for all real v. Its derivative is

g′ = e^(−v) [(P′ − P)Q − PQ′]/Q².

The two products in the bracket are

(P′ − P)Q = −72 − 12v + 6v² + 2v³ − v⁴,

PQ′ = −72 − 12v + 6v² + 2v³.

Everything up to third order cancels, which leaves

g′(v) = −v⁴e^(−v)/Q(v)² ≤ 0.

So g decreases from g(0) = 1, and g(u) ≤ 1 for u ≥ 0 is the required inequality.

## From the factor to the spectrum

Subtracting 1 from the bounds and dividing by x > 0 gives

π ≤ (S(x) − 1)/x ≤ π + π²x/3,

and both ends tend to π. At x = 1/10, the bounds 3.1415 < π < 3.1416 give S ≥ 1 + π/10 > 1.31415 and S ≤ 1 + π/10 + π²/300 < 1.3471.

For the absorption, set x = √(R/Δ) and multiply the bounds by A√Δ ≥ 0:

A√Δ + Aπ√R ≤ α(Δ) ≤ A√Δ + Aπ√R + Aπ²R/(3√Δ).

The last term vanishes as Δ grows, so the excess over A√Δ tends to Aπ√R. The ratio α(Δ)/(A√Δ) tends to 1 when A > 0, but the difference does not tend to 0: the interacting curve approaches the free-carrier curve shifted upwards by Aπ√R.

Near the gap these bounds are too loose to fix the limit, since the upper one diverges. There the definition itself is better. Because √Δ · √(R/Δ) = √R,

α(Δ) = 2πA√R/(1 − exp(−2π√(R/Δ))).

The exponential vanishes as Δ → 0+, and α tends to 2πA√R. The density of states goes to zero at the gap, the enhancement diverges, and their product stays finite.

## The Lean file

```lean
import Mathlib

open Real Filter Topology

namespace ElliottFormula

noncomputable section

/-- The Sommerfeld enhancement factor of the three-dimensional exciton continuum, as a function
of `x`, the square root of the exciton Rydberg over the energy above the gap. -/
def sommerfeld (x : ℝ) : ℝ := 2 * π * x / (1 - Real.exp (-(2 * π * x)))

/-- The continuum part of the Elliott absorption at energy `Δ` above the gap, for exciton
Rydberg `R` and free-carrier absorption `A * √Δ`. -/
def continuumAbsorption (A R Δ : ℝ) : ℝ := A * √Δ * sommerfeld (√(R / Δ))

/-- The derivative of a decaying exponential. -/
lemma hasDerivAt_decay (v : ℝ) :
    HasDerivAt (fun v : ℝ => Real.exp (-v)) (-Real.exp (-v)) v := by
  simpa using ((hasDerivAt_id' v).fun_neg).exp

/-- A first-order rational bound on the decaying exponential, from below. -/
theorem exp_neg_lower {u : ℝ} (hu : 0 ≤ u) : 2 - u ≤ (2 + u) * Real.exp (-u) := by
  have hd : ∀ v : ℝ, HasDerivAt (fun v : ℝ => (2 + v) * Real.exp (-v) - (2 - v))
      (1 - (1 + v) * Real.exp (-v)) v := by
    intro v
    have h1 : HasDerivAt (fun v : ℝ => 2 + v) 1 v := (hasDerivAt_id' v).const_add 2
    have h2 : HasDerivAt (fun v : ℝ => 2 - v) (-1) v := (hasDerivAt_id' v).const_sub 2
    exact ((h1.fun_mul (hasDerivAt_decay v)).fun_sub h2).congr_deriv (by ring)
  -- the slope is nonnegative because `1 + v ≤ exp v`
  have hm := monotone_of_deriv_nonneg (fun v => (hd v).differentiableAt) (fun v => by
    rw [(hd v).deriv]
    have h := mul_le_mul_of_nonneg_right (Real.add_one_le_exp v) (Real.exp_pos (-v)).le
    rw [← Real.exp_add, add_neg_cancel, Real.exp_zero] at h
    linarith)
  have h := hm hu
  simp only [neg_zero, Real.exp_zero] at h
  linarith

/-- A second-order rational bound on the decaying exponential, from above. -/
theorem exp_neg_upper {u : ℝ} (hu : 0 ≤ u) :
    (12 + 6 * u + u ^ 2) * Real.exp (-u) ≤ 12 - 6 * u + u ^ 2 := by
  have hQ : ∀ v : ℝ, 0 < 12 - 6 * v + v ^ 2 := fun v => by nlinarith [sq_nonneg (v - 3)]
  have hd : ∀ v : ℝ, HasDerivAt
      (fun v : ℝ => (12 + 6 * v + v ^ 2) * Real.exp (-v) / (12 - 6 * v + v ^ 2))
      (-(v ^ 4 * Real.exp (-v)) / (12 - 6 * v + v ^ 2) ^ 2) v := by
    intro v
    have h1 : HasDerivAt (fun v : ℝ => 12 + 6 * v + v ^ 2) (6 + 2 * v) v :=
      ((((hasDerivAt_id' v).const_mul (6 : ℝ)).const_add 12).fun_add
        (hasDerivAt_pow 2 v)).congr_deriv (by norm_num)
    have h2 : HasDerivAt (fun v : ℝ => 12 - 6 * v + v ^ 2) (-6 + 2 * v) v :=
      ((((hasDerivAt_id' v).const_mul (6 : ℝ)).const_sub 12).fun_add
        (hasDerivAt_pow 2 v)).congr_deriv (by norm_num)
    exact ((h1.fun_mul (hasDerivAt_decay v)).fun_div h2 (hQ v).ne').congr_deriv
      (by congr 1; ring)
  -- all lower orders cancel in the slope, leaving a negative multiple of `v ^ 4`
  have hm := antitone_of_deriv_nonpos (fun v => (hd v).differentiableAt) (fun v => by
    rw [(hd v).deriv]
    exact div_nonpos_of_nonpos_of_nonneg (neg_nonpos.mpr (by positivity)) (sq_nonneg _))
  have h : (12 + 6 * u + u ^ 2) * Real.exp (-u) / (12 - 6 * u + u ^ 2) ≤ 1 := by
    calc (12 + 6 * u + u ^ 2) * Real.exp (-u) / (12 - 6 * u + u ^ 2)
        ≤ (12 + 6 * (0 : ℝ) + 0 ^ 2) * Real.exp (-0) / (12 - 6 * 0 + 0 ^ 2) := hm hu
      _ = 1 := by norm_num
  exact (div_le_one (hQ u)).mp h

/-- For `x > 0`, the Sommerfeld factor lies between `1 + π x` and `1 + π x + π² x² / 3`. -/
theorem sommerfeld_bounds {x : ℝ} (hx : 0 < x) :
    1 + π * x ≤ sommerfeld x ∧ sommerfeld x ≤ 1 + π * x + π ^ 2 * x ^ 2 / 3 := by
  have hu : 0 < 2 * π * x := by positivity
  have hden : 0 < 1 - Real.exp (-(2 * π * x)) := by
    have h : Real.exp (-(2 * π * x)) < 1 := Real.exp_lt_one_iff.mpr (by linarith)
    linarith
  unfold sommerfeld
  constructor
  · rw [le_div_iff₀ hden]
    nlinarith [exp_neg_lower hu.le]
  · rw [div_le_iff₀ hden]
    nlinarith [exp_neg_upper hu.le]

/-- The enhancement above one, divided by `x`, tends to `π` as `x` tends to zero from above. -/
theorem sommerfeld_slope :
    Tendsto (fun x => (sommerfeld x - 1) / x) (𝓝[>] 0) (𝓝 π) := by
  have hc : Continuous (fun x : ℝ => π + π ^ 2 * x / 3) := by fun_prop
  have h : Tendsto (fun x : ℝ => π + π ^ 2 * x / 3) (𝓝[>] 0) (𝓝 (π + π ^ 2 * 0 / 3)) :=
    (hc.tendsto 0).mono_left nhdsWithin_le_nhds
  rw [show π + π ^ 2 * 0 / 3 = π by ring] at h
  refine tendsto_of_tendsto_of_tendsto_of_le_of_le' tendsto_const_nhds h ?_ ?_
  · filter_upwards [self_mem_nhdsWithin] with x hx
    have hx : 0 < x := hx
    rw [le_div_iff₀ hx]
    linarith [(sommerfeld_bounds hx).1]
  · filter_upwards [self_mem_nhdsWithin] with x hx
    have hx : 0 < x := hx
    rw [div_le_iff₀ hx]
    nlinarith [(sommerfeld_bounds hx).2]

/-- One hundred exciton Rydbergs above the gap, the Sommerfeld factor lies between
1.314 and 1.348. -/
theorem sommerfeld_hundred_rydberg {R : ℝ} (hR : 0 < R) :
    1.314 < sommerfeld (√(R / (100 * R))) ∧ sommerfeld (√(R / (100 * R))) < 1.348 := by
  have h : R / (100 * R) = (1 / 10 : ℝ) ^ 2 := by
    rw [div_eq_iff (by positivity)]
    ring
  rw [h, Real.sqrt_sq (by norm_num)]
  obtain ⟨h1, h2⟩ := sommerfeld_bounds (x := 1 / 10) (by norm_num)
  have h3 := Real.pi_gt_d4
  have h4 := Real.pi_lt_d4
  constructor
  · norm_num at *
    linarith
  · have h5 : π ^ 2 ≤ 3.1416 ^ 2 := pow_le_pow_left₀ Real.pi_pos.le h4.le 2
    norm_num at *
    linarith

/-- For `A ≥ 0` and `R > 0`, bounds on the continuum absorption at every energy above the gap: the
free-carrier law plus a constant, and the same plus a term falling off as the inverse square root of
the energy. -/
theorem continuumAbsorption_bounds {A R Δ : ℝ} (hA : 0 ≤ A) (hR : 0 < R) (hΔ : 0 < Δ) :
    A * √Δ + A * π * √R ≤ continuumAbsorption A R Δ ∧
    continuumAbsorption A R Δ ≤ A * √Δ + A * π * √R + A * π ^ 2 * R / 3 / √Δ := by
  have hs : 0 < √Δ := Real.sqrt_pos.mpr hΔ
  have hr : 0 < √R := Real.sqrt_pos.mpr hR
  have hRR : √R ^ 2 = R := Real.sq_sqrt hR.le
  obtain ⟨h1, h2⟩ := sommerfeld_bounds (div_pos hr hs)
  have hAs : 0 ≤ A * √Δ := by positivity
  unfold continuumAbsorption
  rw [Real.sqrt_div hR.le]
  constructor
  · have e : A * √Δ + A * π * √R = A * √Δ * (1 + π * (√R / √Δ)) := by
      field_simp
    rw [e]
    exact mul_le_mul_of_nonneg_left h1 hAs
  · have e : A * √Δ + A * π * √R + A * π ^ 2 * √R ^ 2 / 3 / √Δ
        = A * √Δ * (1 + π * (√R / √Δ) + π ^ 2 * (√R / √Δ) ^ 2 / 3) := by
      field_simp
    rw [hRR] at e
    rw [e]
    exact mul_le_mul_of_nonneg_left h2 hAs

/-- For `A ≥ 0` and `R > 0`, as the energy above the gap grows without limit, the excess of the
absorption over the free-carrier law tends to the constant `A π √R`. -/
theorem excess_far_above_gap {A R : ℝ} (hA : 0 ≤ A) (hR : 0 < R) :
    Tendsto (fun Δ => continuumAbsorption A R Δ - A * √Δ) atTop (𝓝 (A * π * √R)) := by
  have h0 : Tendsto (fun Δ : ℝ => A * π ^ 2 * R / 3 / √Δ) atTop (𝓝 0) :=
    Real.tendsto_sqrt_atTop.const_div_atTop _
  have h : Tendsto (fun Δ : ℝ => A * π * √R + A * π ^ 2 * R / 3 / √Δ) atTop
      (𝓝 (A * π * √R + 0)) := tendsto_const_nhds.add h0
  rw [add_zero] at h
  refine tendsto_of_tendsto_of_tendsto_of_le_of_le' tendsto_const_nhds h ?_ ?_
  · filter_upwards [eventually_gt_atTop 0] with Δ hΔ
    linarith [(continuumAbsorption_bounds hA hR hΔ).1]
  · filter_upwards [eventually_gt_atTop 0] with Δ hΔ
    linarith [(continuumAbsorption_bounds hA hR hΔ).2]

/-- As the energy approaches the gap from above, the continuum absorption tends to
`2 π A √R`. -/
theorem absorption_at_gap (A : ℝ) {R : ℝ} (hR : 0 < R) :
    Tendsto (continuumAbsorption A R) (𝓝[>] 0) (𝓝 (A * (2 * π * √R))) := by
  have h1 : Tendsto (fun Δ : ℝ => R / Δ) (𝓝[>] 0) atTop := by
    simpa only [div_eq_mul_inv] using tendsto_inv_nhdsGT_zero.const_mul_atTop hR
  have h2 : Tendsto (fun Δ : ℝ => 2 * π * √(R / Δ)) (𝓝[>] 0) atTop :=
    (Real.tendsto_sqrt_atTop.comp h1).const_mul_atTop (by positivity)
  have h3 : Tendsto (fun Δ : ℝ => Real.exp (-(2 * π * √(R / Δ)))) (𝓝[>] 0) (𝓝 0) :=
    Real.tendsto_exp_neg_atTop_nhds_zero.comp h2
  have h4 : Tendsto (fun Δ : ℝ => A * (2 * π * √R) / (1 - Real.exp (-(2 * π * √(R / Δ)))))
      (𝓝[>] 0) (𝓝 (A * (2 * π * √R) / (1 - 0))) :=
    tendsto_const_nhds.div (tendsto_const_nhds.sub h3) (by norm_num)
  rw [sub_zero, div_one] at h4
  refine h4.congr' ?_
  filter_upwards [self_mem_nhdsWithin] with Δ hΔ
  have hΔ : 0 < Δ := hΔ
  have hs : 0 < √Δ := Real.sqrt_pos.mpr hΔ
  -- the vanishing density of states cancels the diverging enhancement
  have e : √Δ * √(R / Δ) = √R := by
    rw [Real.sqrt_div hR.le]
    field_simp
  unfold continuumAbsorption sommerfeld
  rw [← e]
  ring

end

end ElliottFormula
```

```lean
#print axioms ElliottFormula.sommerfeld_slope
#print axioms ElliottFormula.sommerfeld_hundred_rydberg
#print axioms ElliottFormula.excess_far_above_gap
#print axioms ElliottFormula.absorption_at_gap
```

```
'ElliottFormula.sommerfeld_slope' depends on axioms: [propext, Classical.choice, Quot.sound]
'ElliottFormula.sommerfeld_hundred_rydberg' depends on axioms: [propext, Classical.choice, Quot.sound]
'ElliottFormula.excess_far_above_gap' depends on axioms: [propext, Classical.choice, Quot.sound]
'ElliottFormula.absorption_at_gap' depends on axioms: [propext, Classical.choice, Quot.sound]
```

## How the proof follows the derivation

The two inequalities for e^(−u) are `exp_neg_lower` and `exp_neg_upper`. In each, `hd` gives the derivative of the auxiliary function, f or g, at every real v, and `hm` turns its sign into monotonicity through `monotone_of_deriv_nonneg` or `antitone_of_deriv_nonpos`. These two lemmas ask for the sign on the whole real line. It is available there, since 1 + v ≤ e^v and v⁴ ≥ 0 hold for every real v; `hQ` supplies the positivity of Q that makes g differentiable everywhere. The assumption u ≥ 0 is used only at the end, when `hm hu` compares the values at 0 and u.

In `sommerfeld_bounds`, `hden` shows that 1 − exp(−2πx) is positive, and `le_div_iff₀` and `div_le_iff₀` multiply it across. What remains is the algebra that turns the bounds on S into those on e^(−u), and `nlinarith` does it when given the matching inequality.

The limits `sommerfeld_slope` and `excess_far_above_gap` are both squeezes. The lemma `tendsto_of_tendsto_of_tendsto_of_le_of_le'` needs the inequalities only close to the limit point, and `filter_upwards` provides them for x > 0 and for Δ > 0 respectively. For the numerical theorem, `h` rewrites R/(100R) as (1/10)², so that the square root is 1/10, and Mathlib's four-decimal bounds on π finish the estimate.

In `continuumAbsorption_bounds`, the equations named `e` factor A√Δ out of each bound, after which the bounds on S are multiplied by this nonnegative number. The proof of `absorption_at_gap` does not use the bounds on S. Its steps `h1` to `h3` send R/Δ to infinity and the exponential to zero, `h4` takes the limit of the rewritten absorption, and `e` is the identity √Δ · √(R/Δ) = √R that justifies the rewriting.

## A closer look at `congr_deriv`

The upper bound rests on the cancellation that leaves only −v⁴, and the file checks this cancellation with `HasDerivAt.congr_deriv`. A statement `HasDerivAt f f' v` says that f has derivative f' at v. The rules for products and quotients, here `fun_mul` and `fun_div`, build such statements from simpler ones, but they return the derivative in the raw form that the rules produce. Given a proof that the raw expression equals another one, `congr_deriv` replaces it by that other expression.

This separates calculus from algebra. The statement of `hd` already contains the simplified slope −v⁴e^(−v)/Q(v)². The differentiation rules supply the unsimplified quotient, `congr 1` reduces the comparison to the numerators, and `ring` verifies the polynomial identity with e^(−v) treated as one more variable. The simplified form is what makes the next step short: the sign of the raw numerator is hard to see, while that of −v⁴e^(−v) is immediate.
